# A double band inversion in three dimensions with trivial parity products and a non-atomic parity sum

Take a three-dimensional crystal with inversion and time-reversal symmetry, and suppose that two occupied Kramers pairs, at first even at every invariant momentum, both become odd at the zone centre. Each inversion alone would flip the sign of a product of parities, but the two signs cancel. The Fu–Kane indices, which are built from such products, then report nothing. Do the parities still differ from those of localised atomic orbitals?

For non-interacting bands described only by their parities at the invariant momenta, the answer is yes. In electronic-structure work this means that trivial parity products do not by themselves identify an atomic insulator: sums of parities can reveal an obstruction that the products miss.

## Parities on the invariant momenta

In $d$ dimensions the time-reversal-invariant momenta are $\pi n$ in reduced units, with each component of $n$ equal to 0 or 1. The inversion-symmetric sites of the unit cell are $r/2$ in units of the lattice vectors, with $r$ of the same kind. Both labels therefore have the type `TRIM d`, the vectors over $\mathbb Z/2$.

In Lean 4 with Mathlib:

```lean
import Mathlib

open Finset

namespace DoubleBandInversion

/-- Time-reversal-invariant momenta in `d` dimensions, labelled by vectors over `Z/2`;
the same labels are used for the inversion-symmetric sites of the unit cell. -/
abbrev TRIM (d : ℕ) := Fin d → ZMod 2
```

Inversion about the origin sends an orbital at $r/2$ to $-r/2$, which is the same site displaced by the lattice vector $-r$. At momentum $\pi n$ this displacement gives an even orbital the parity
$$\chi_r(n)=(-1)^{r\cdot n}.$$
An odd orbital has parity $-\chi_r(n)$. In the code $\chi_r(n)$ is `atomicPattern r n`, with the exponent computed from the representatives 0 and 1.

```lean
/-- The atomic parity pattern `(-1)^(r·n)` of an even orbital at site `r`. -/
def atomicPattern {d : ℕ} (r n : TRIM d) : ℤ :=
  (-1) ^ (∑ i, (r i).val * (n i).val)
```

A function $f$ is called an atomic combination if $f(n)=\sum_r m_r\chi_r(n)$ with integers $m_r$. Negative coefficients are allowed, so odd orbitals and formal differences of orbital sets are included. Orbitals at a pair of general positions $\pm x$ add nothing new, because they supply one even and one odd Kramers pair at every invariant momentum and their parities sum to zero.

```lean
/-- A function on the invariant momenta is an integer combination of atomic patterns. -/
def IsAtomicCombination {d : ℕ} (f : TRIM d → ℤ) : Prop :=
  ∃ m : TRIM d → ℤ, ∀ n, f n = ∑ r, m r * atomicPattern r n
```

A set of $k$ bands is a family $\xi_a(n)$ with $a$ running over `Fin k`. Each band is one Kramers pair, and its parity is counted once. Two quantities are formed from the family: the sum over bands at a given $n$, and the product over all bands and all momenta in a plane $n_i=c$.

```lean
/-- The sum of the parities of all Kramers pairs at the momentum `n`. -/
def summedParity {d k : ℕ} (ξ : Fin k → TRIM d → ℤ) (n : TRIM d) : ℤ :=
  ∑ a, ξ a n

/-- The product of the parities of all Kramers pairs over the plane `n i = c`. -/
def planeProduct {d k : ℕ} (ξ : Fin k → TRIM d → ℤ) (i : Fin d) (c : ZMod 2) : ℤ :=
  ∏ n ∈ Finset.univ.filter (fun n : TRIM d => n i = c), ∏ a, ξ a n
```

In three dimensions the products on the planes $n_i=1$ give the weak indices. The strong index comes from the product over all eight momenta, which is the product of the results on two parallel planes. If all six planes give $+1$, every Fu–Kane index is trivial.

The band of interest has parity $-1$ at $n=0$ and $+1$ elsewhere, and the model contains $k$ copies of it. These parities are prescribed; no Hamiltonian or energy gap appears.

```lean
/-- The parity of a band inverted at `n = 0`: it is `-1` there and `+1` elsewhere. -/
def invertedBand {d : ℕ} (n : TRIM d) : ℤ := if n = 0 then -1 else 1

/-- A set of `k` Kramers-pair bands, each inverted at `n = 0`. -/
def invertedBands (d k : ℕ) : Fin k → TRIM d → ℤ := fun _ => invertedBand
```

## (a) Exchanging site and momentum

**Show that $\chi_r(n)=\chi_n(r)$.**

The exponent is $\sum_i r_i n_i$, and each term is unchanged when its two factors are exchanged. The proof applies `mul_comm` to each term of the sum.

```lean
/-- Site and momentum labels enter the atomic pattern symmetrically. -/
theorem atomicPattern_symm {d : ℕ} (r n : TRIM d) :
    atomicPattern r n = atomicPattern n r := by
  unfold atomicPattern
  exact congrArg (fun k : ℕ => (-1 : ℤ) ^ k)
    (Finset.sum_congr rfl fun i _ => mul_comm _ _)
```

## (b) Orthogonality of the atomic patterns

**Show that $\sum_n\chi_r(n)\chi_s(n)$ equals $2^d$ if $r=s$ and 0 otherwise.**

The summand is a product over directions, so the sum factorises:
$$\sum_n\chi_r(n)\chi_s(n)=\prod_{i}\;\sum_{c=0}^{1}(-1)^{r_ic}(-1)^{s_ic}.$$
In each factor the term $c=0$ gives 1, and the term $c=1$ gives $(-1)^{r_i+s_i}$. The factor is 2 if $r_i=s_i$ and 0 if not. When $r=s$ the product is $2^d$; when $r\neq s$ at least one factor vanishes.

In the proof, `key` is the sum for a single direction, settled by checking all cases. `Finset.prod_univ_sum` performs the factorisation, and `Function.ne_iff` finds a direction in which $r$ and $s$ differ.

```lean
/-- Atomic patterns of different sites are orthogonal, and each has squared norm `2^d`. -/
theorem atomicPattern_orthogonal {d : ℕ} (r s : TRIM d) :
    ∑ n, atomicPattern r n * atomicPattern s n = if r = s then (2 : ℤ) ^ d else 0 := by
  have key : ∀ a b : ZMod 2,
      ∑ c : ZMod 2, ((-1 : ℤ) ^ (a.val * c.val) * (-1) ^ (b.val * c.val))
        = if a = b then 2 else 0 := by decide
  -- the sum over momenta factorises into one sum per direction
  calc ∑ n, atomicPattern r n * atomicPattern s n
      = ∑ n : TRIM d, ∏ i, ((-1 : ℤ) ^ ((r i).val * (n i).val)
          * (-1) ^ ((s i).val * (n i).val)) := by
        simp only [atomicPattern, Finset.prod_mul_distrib, Finset.prod_pow_eq_pow_sum]
    _ = ∏ i, ∑ c : ZMod 2, ((-1 : ℤ) ^ ((r i).val * c.val)
          * (-1) ^ ((s i).val * c.val)) := by
        rw [Finset.prod_univ_sum, Fintype.piFinset_univ]
    _ = ∏ i, (if r i = s i then (2 : ℤ) else 0) := by simp only [key]
    _ = if r = s then (2 : ℤ) ^ d else 0 := by
        by_cases h : r = s
        · subst h
          simp
        · rw [if_neg h]
          obtain ⟨i, hi⟩ := Function.ne_iff.mp h
          exact Finset.prod_eq_zero (Finset.mem_univ i) (if_neg hi)
```

## (c) A divisibility test for atomic combinations

**Show that $f$ is an atomic combination exactly when $2^d$ divides $\sum_n f(n)\chi_r(n)$ for every $r$.**

Suppose first that $f=\sum_s m_s\chi_s$. By (b),
$$\sum_n f(n)\chi_r(n)=\sum_s m_s\sum_n\chi_s(n)\chi_r(n)=2^d m_r,$$
which is divisible by $2^d$.

Conversely, suppose that every overlap is divisible, and define integers $m_r$ by $\sum_k f(k)\chi_r(k)=2^d m_r$. In this part only, $k$ is a momentum label, as in the code. Then
$$2^d\sum_r m_r\chi_r(n)=\sum_k f(k)\sum_r\chi_r(k)\chi_r(n)=\sum_k f(k)\sum_r\chi_k(r)\chi_n(r)=2^d f(n).$$
The second equality is (a), and the last is (b) with sites and momenta exchanged. Dividing by $2^d$ gives $f=\sum_r m_r\chi_r$.

The two `calc` blocks are these two computations. Between them, `choose` collects the quotients $m_r$ into one function, and `mul_left_cancel₀` carries out the division.

```lean
/-- A function on the invariant momenta is an integer combination of atomic patterns exactly
when its overlap with every atomic pattern is divisible by `2^d`. -/
theorem isAtomicCombination_iff {d : ℕ} (f : TRIM d → ℤ) :
    IsAtomicCombination f ↔ ∀ r, (2 : ℤ) ^ d ∣ ∑ n, f n * atomicPattern r n := by
  constructor
  · rintro ⟨m, hm⟩ r
    refine ⟨m r, ?_⟩
    -- the overlap picks out the coefficient of the pattern `r`
    calc ∑ n, f n * atomicPattern r n
        = ∑ n, ∑ s, m s * (atomicPattern s n * atomicPattern r n) := by
          refine Finset.sum_congr rfl fun n _ => ?_
          rw [hm, Finset.sum_mul]
          exact Finset.sum_congr rfl fun s _ => mul_assoc _ _ _
      _ = ∑ s, m s * ∑ n, atomicPattern s n * atomicPattern r n := by
          rw [Finset.sum_comm]
          simp only [Finset.mul_sum]
      _ = 2 ^ d * m r := by
          simp only [atomicPattern_orthogonal, mul_ite, mul_zero, Finset.sum_ite_eq',
            Finset.mem_univ, if_true]
          ring
  · intro h
    choose m hm using h
    refine ⟨m, fun n => ?_⟩
    have h2 : (2 : ℤ) ^ d ≠ 0 := by positivity
    apply mul_left_cancel₀ h2
    symm
    -- Fourier inversion on the group of invariant momenta
    calc 2 ^ d * ∑ r, m r * atomicPattern r n
        = ∑ r, ∑ k, f k * (atomicPattern k r * atomicPattern n r) := by
          rw [Finset.mul_sum]
          refine Finset.sum_congr rfl fun r _ => ?_
          rw [← mul_assoc, ← hm r, Finset.sum_mul]
          refine Finset.sum_congr rfl fun k _ => ?_
          rw [atomicPattern_symm k r, atomicPattern_symm n r, mul_assoc]
      _ = ∑ k, f k * ∑ r, atomicPattern k r * atomicPattern n r := by
          rw [Finset.sum_comm]
          simp only [Finset.mul_sum]
      _ = 2 ^ d * f n := by
          simp only [atomicPattern_orthogonal, mul_ite, mul_zero, Finset.sum_ite_eq',
            Finset.mem_univ, if_true]
          ring
```

## (d) The overlap of one inverted band

**Compute the overlap of the inverted band with $\chi_r$.**

The inverted band is the constant 1 minus twice a spike at the origin, $1-2\delta_{n,0}$. Hence
$$\sum_n(1-2\delta_{n,0})\chi_r(n)=\sum_n\chi_r(n)-2\chi_r(0)=2^d\delta_{r,0}-2.$$
The remaining sum is (b) with $s=0$, since $\chi_0$ is the constant pattern. The overlap is $2^d-2$ for $r=0$ and $-2$ for every other site.

The code follows this split: `h0` identifies the constant pattern, and `e` separates the spike from it.

```lean
/-- The overlap of one inverted band with the atomic pattern of site `r` is `2^d - 2`
for `r = 0` and `-2` otherwise. -/
theorem invertedBand_overlap {d : ℕ} (r : TRIM d) :
    ∑ n, invertedBand n * atomicPattern r n = (if r = 0 then (2 : ℤ) ^ d else 0) - 2 := by
  have h := atomicPattern_orthogonal r 0
  have h0 : ∀ n : TRIM d, atomicPattern 0 n = 1 := by
    intro n
    simp [atomicPattern]
  simp only [h0, mul_one] at h
  -- an inverted band is the constant pattern minus twice a spike at `n = 0`
  have e : ∀ n : TRIM d, invertedBand n * atomicPattern r n
      = atomicPattern r n - if n = 0 then 2 else 0 := by
    intro n
    by_cases hn : n = 0
    · subst hn
      norm_num [invertedBand, atomicPattern]
    · simp [invertedBand, hn]
  rw [Finset.sum_congr rfl fun n _ => e n, Finset.sum_sub_distrib, h]
  simp
```

## (e) How many inverted bands make an atomic combination

**Show that in $d+1$ dimensions the summed parity of $k$ inverted bands is an atomic combination exactly when $2^d$ divides $k$.**

The bands are identical, so by (d) the overlap of their sum with $\chi_r$ is
$$k\left(2^{d+1}\delta_{r,0}-2\right).$$
By (c), each of these numbers must be divisible by $2^{d+1}$. Since there is at least one direction, a site $r\ne0$ exists, and its overlap is $-2k$. Divisibility of $-2k$ by $2^{d+1}$ forces $2^d$ to divide $k$.

If conversely $k=2^d c$, the overlaps are
$$2^{d+1}c\,(2^d-1)\quad(r=0),\qquad -2^{d+1}c\quad(r\neq0),$$
and all of them pass the test.

The required multiple is thus 1 in one dimension, 2 in two and 4 in three. A single inverted band in one dimension is simply an odd orbital at $r=1$.

In the proof, `hs` is the overlap formula. The site $(1,\dots,1)$ supplies the obstruction in the forward direction, and the explicit quotients above prove the converse.

```lean
/-- In `d + 1` dimensions the summed parity of `k` inverted bands is an integer combination
of atomic patterns exactly when `2^d` divides `k`. -/
theorem invertedBands_atomic_iff (d k : ℕ) :
    IsAtomicCombination (summedParity (invertedBands (d + 1) k)) ↔ 2 ^ d ∣ k := by
  have hs : ∀ r : TRIM (d + 1),
      ∑ n, summedParity (invertedBands (d + 1) k) n * atomicPattern r n
        = (k : ℤ) * ((if r = 0 then (2 : ℤ) ^ (d + 1) else 0) - 2) := by
    intro r
    rw [← invertedBand_overlap, Finset.mul_sum]
    refine Finset.sum_congr rfl fun n _ => ?_
    simp [summedParity, invertedBands, mul_assoc]
  rw [isAtomicCombination_iff]
  simp only [hs]
  constructor
  · intro h
    -- any site other than the origin gives the obstruction
    have hr : (fun _ => 1 : TRIM (d + 1)) ≠ 0 := fun e =>
      (by decide : (1 : ZMod 2) ≠ 0) (congrFun e 0)
    have h1 := h (fun _ => 1)
    rw [if_neg hr] at h1
    obtain ⟨c, hc⟩ := h1
    have h2 : (2 : ℤ) ^ d ∣ (k : ℤ) := ⟨-c, by rw [pow_succ] at hc; linarith⟩
    exact_mod_cast h2
  · rintro ⟨c, hc⟩ r
    have hk : (k : ℤ) = 2 ^ d * c := by exact_mod_cast hc
    rw [hk]
    by_cases hr : r = 0
    · rw [if_pos hr]
      exact ⟨c * (2 ^ d - 1), by ring⟩
    · rw [if_neg hr]
      exact ⟨-c, by ring⟩
```

## (f) Parity products on coordinate planes

**Find the parity product of $k$ inverted bands on the plane $n_i=c$.**

At $n=0$ the $k$ parities multiply to $(-1)^k$; at any other momentum they multiply to 1. The plane $n_i=0$ contains the origin once, so its product is $(-1)^k$. The plane $n_i=1$ misses the origin, and its product is 1.

The auxiliary statement `e` takes the product over bands at one momentum. `Finset.prod_ite_eq'` then reduces the product over the plane to the question of whether the origin lies in it.

```lean
/-- The parity product of `k` inverted bands is `(-1)^k` on each coordinate plane through
`n = 0` and `+1` on each of the other planes. -/
theorem planeProduct_invertedBands (d k : ℕ) (i : Fin d) (c : ZMod 2) :
    planeProduct (invertedBands d k) i c = if c = 0 then (-1) ^ k else 1 := by
  have e : ∀ n : TRIM d, ∏ a, invertedBands d k a n = if n = 0 then (-1) ^ k else 1 := by
    intro n
    by_cases hn : n = 0 <;> simp [invertedBands, invertedBand, hn]
  unfold planeProduct
  rw [Finset.prod_congr rfl fun n _ => e n, Finset.prod_ite_eq']
  by_cases hc : c = 0
  · simp [hc]
  · simp [hc, Ne.symm hc]
```

## (g) The double inversion in three dimensions

**Show that two inverted bands have parity product $+1$ on all six coordinate planes, while their summed parity is not an atomic combination.**

With $k=2$, part (f) gives $(-1)^2=1$ on the three planes through the origin and 1 on the other three. For the second claim, three dimensions correspond to $d=2$ in part (e), and $2^2=4$ does not divide 2.

The failure is visible in the coefficients. The summed parity is $-2$ at the origin and $+2$ at the other seven momenta. Its overlaps are 12 with $\chi_0$ and $-4$ with every other pattern. Division by $2^3=8$ gives
$$f=\tfrac32\,\chi_0-\tfrac12\sum_{r\ne0}\chi_r ,$$
so the expansion would need half-integer numbers of orbitals.

The formal theorem is a conjunction. Its first half ranges over all directions `i : Fin 3` and both values of `c`; its second half negates `IsAtomicCombination` for the same two bands. The proof specialises (f) and (e) in turn.

```lean
/-- Two bands inverted at `n = 0` in three dimensions have parity product `+1` on every
coordinate plane, yet their summed parity is no integer combination of atomic patterns. -/
theorem double_inversion_escapes_parity_products :
    (∀ (i : Fin 3) (c : ZMod 2), planeProduct (invertedBands 3 2) i c = 1) ∧
      ¬ IsAtomicCombination (summedParity (invertedBands 3 2)) := by
  constructor
  · intro i c
    simp [planeProduct_invertedBands]
  · intro h
    exact absurd ((invertedBands_atomic_iff 2 2).mp h) (by norm_num)

end DoubleBandInversion
```

```lean
#print axioms DoubleBandInversion.double_inversion_escapes_parity_products
```

```
'DoubleBandInversion.double_inversion_escapes_parity_products' depends on axioms: [propext, Classical.choice, Quot.sound]
```

The physical reading needs one further argument, about Hamiltonians: parities at the invariant momenta stay fixed while the gap remains open and the symmetries are kept, so such bands cannot be deformed into an atomic insulator under those conditions.

## Counting orbitals instead of allowing differences

The definition of an atomic combination could have been stricter. It could require exactly $k$ occupied orbitals, each even or odd, with no formal differences. The double inversion would still fail, since the stricter condition implies the one used here.

Four inverted bands in three dimensions would change status. Their summed parity is
$$3\chi_0-\sum_{r\neq0}\chi_r,$$
which is an atomic combination in the present sense. By orthogonality these coefficients are unique, so building the sum from actual orbitals takes at least three even and seven odd ones. That is ten orbitals for four bands. The stricter definition would therefore reject four copies, whereas the one used here asks only whether the parities can be matched after atomic bands have been added or subtracted.
